# The energy slope of the radial logarithmic derivative fixes the enclosed norm at given boundary amplitude

Take ħ = m = 1 and a free s-wave of energy E > 0. Its reduced radial function, r times the radial wavefunction, is u_E(r) = sin kr, with r the radius and k = √(2E). At a radius R with sin kR ≠ 0 its logarithmic derivative is L(E) = u_E′(R)/u_E(R) = k cot kR. Since dk/dE = 1/k,

dL/dE = cot(kR)/k − R/sin²(kR) = −2 ∫₀ᴿ sin²(kr) dr / sin²(kR).

At E = 1/2 and R = π/2, where u_E(R) = 1, the slope is −π/2 and the integral π/4. With u_E in place of the sine, the same relation holds wherever u_E(R) ≠ 0, in any local, energy-independent potential V(r), continuous for r > 0, whose regular solutions depend continuously on energy and radius.

```lean
import Mathlib

open Set Filter Topology

namespace LogDerivativeSlope

noncomputable section
```

## Regular solutions and their families

A regular solution at energy E is a real pair u, u′, continuous on [0, R], with u(0) = 0 and, on (0, R), u′ the derivative of u and

u″ = 2(V − E) u.

The condition u(0) = 0 is regularity of the reduced radial function. This asks less than C² on [0, R]: V is used only on the open interval, so it may contain Coulomb and centrifugal terms. A jump of V at an interior radius where u ≠ 0 is excluded, because u″ would jump there and a derivative cannot.

```lean
/-- `u`, with radial derivative `u'`, solves `u'' = 2 (V - E) u` on `(0, R)`; both are
continuous on `[0, R]` and `u` vanishes at the origin. -/
structure IsRegularSolution (V : ℝ → ℝ) (E R : ℝ) (u u' : ℝ → ℝ) : Prop where
  cont : ContinuousOn u (Icc 0 R)
  cont' : ContinuousOn u' (Icc 0 R)
  first : ∀ r ∈ Ioo 0 R, HasDerivAt u (u' r) r
  ode : ∀ r ∈ Ioo 0 R, HasDerivAt u' (2 * (V r - E) * u r) r
  zero : u 0 = 0
```

A family assigns a solution `u E` to each energy in a window S. Its existence and its joint continuity in (E, r) are assumed, not derived from V; continuity excludes, for instance, a normalisation that jumps with energy.

```lean
/-- A regular solution `u E` for each energy `E` in the window `S`, jointly continuous in
energy and radius on `S × [0, R]`. -/
structure IsRegularFamily (V : ℝ → ℝ) (R : ℝ) (S : Set ℝ) (u u' : ℝ → ℝ → ℝ) : Prop where
  sol : ∀ E ∈ S, IsRegularSolution V E R (u E) (u' E)
  cont : ContinuousOn (fun p : ℝ × ℝ => u p.1 p.2) (S ×ˢ Icc 0 R)
```

`logDer` is L, `overlap` is ∫₀ᴿ f g dr for radial functions f and g, and `enclosedNorm` is ∫₀ᴿ f² dr, a probability only if f is normalised on the half-line.

```lean
/-- Logarithmic derivative `u'(R) / u(R)` at the radius `R`. -/
def logDer (R : ℝ) (u u' : ℝ → ℝ) : ℝ := u' R / u R

/-- Overlap of two radial functions over `[0, R]`. -/
def overlap (R : ℝ) (f g : ℝ → ℝ) : ℝ := ∫ r in (0 : ℝ)..R, f r * g r

/-- Norm `∫ u²` enclosed within the radius `R`. -/
def enclosedNorm (R : ℝ) (f : ℝ → ℝ) : ℝ := ∫ r in (0 : ℝ)..R, f r ^ 2
```

## Two energies in one potential

For solutions u₁, u₂ at energies E₁, E₂ and R > 0, let Ω = u₁′u₂ − u₁u₂′ be the Wronskian. Then

Ω′ = u₁″u₂ − u₁u₂″ = 2(V − E₁)u₁u₂ − 2(V − E₂)u₁u₂ = 2(E₂ − E₁) u₁u₂,

and Ω(0) = 0, so

Ω(R) = 2(E₂ − E₁) ∫₀ᴿ u₁u₂ dr.

In the proof `hd` is the product rule with V cancelled by `ring`, and `hW` is the fundamental theorem of calculus.

```lean
variable {V W : ℝ → ℝ} {R E₀ E₁ E₂ : ℝ} {u₁ u₁' u₂ u₂' : ℝ → ℝ} {S T : Set ℝ}
  {u u' w w' : ℝ → ℝ → ℝ}

/-- The Wronskian at `R` of two regular solutions in the same potential is `2 (E₂ - E₁)`
times their overlap over `[0, R]`. -/
theorem wronskian_identity (hR : 0 < R) (h₁ : IsRegularSolution V E₁ R u₁ u₁')
    (h₂ : IsRegularSolution V E₂ R u₂ u₂') :
    u₁' R * u₂ R - u₁ R * u₂' R = 2 * (E₂ - E₁) * overlap R u₁ u₂ := by
  have hc : ContinuousOn (fun r => u₁' r * u₂ r - u₁ r * u₂' r) (Icc 0 R) :=
    (h₁.cont'.mul h₂.cont).sub (h₁.cont.mul h₂.cont')
  -- the potential cancels in the derivative of the Wronskian
  have hd : ∀ r ∈ Ioo 0 R, HasDerivAt (fun r => u₁' r * u₂ r - u₁ r * u₂' r)
      (2 * (E₂ - E₁) * (u₁ r * u₂ r)) r := fun r hr =>
    (((h₁.ode r hr).fun_mul (h₂.first r hr)).fun_sub
      ((h₁.first r hr).fun_mul (h₂.ode r hr))).congr_deriv (by ring)
  have hi : ContinuousOn (fun r => 2 * (E₂ - E₁) * (u₁ r * u₂ r)) (Icc 0 R) :=
    continuousOn_const.mul (h₁.cont.mul h₂.cont)
  have hW : ∫ r in (0 : ℝ)..R, 2 * (E₂ - E₁) * (u₁ r * u₂ r)
      = (u₁' R * u₂ R - u₁ R * u₂' R) - (u₁' 0 * u₂ 0 - u₁ 0 * u₂' 0) :=
    intervalIntegral.integral_eq_sub_of_hasDerivAt_of_le hR.le hc hd
      (hi.intervalIntegrable_of_Icc hR.le)
  -- the Wronskian vanishes at the origin
  rw [intervalIntegral.integral_const_mul, h₁.zero, h₂.zero] at hW
  unfold overlap
  linarith
```

With u₁(R), u₂(R) ≠ 0 and Lᵢ = uᵢ′(R)/uᵢ(R), the common denominator (`div_sub_div`) gives

L₁ − L₂ = Ω(R)/(u₁(R)u₂(R)) = 2(E₂ − E₁) ∫₀ᴿ u₁u₂ dr / (u₁(R)u₂(R)).

```lean
/-- For regular solutions not vanishing at `R`,
`L(E₁) - L(E₂) = 2 (E₂ - E₁) ∫ u₁ u₂ / (u₁(R) u₂(R))`. -/
theorem logDer_sub (hR : 0 < R) (h₁ : IsRegularSolution V E₁ R u₁ u₁')
    (h₂ : IsRegularSolution V E₂ R u₂ u₂') (n₁ : u₁ R ≠ 0) (n₂ : u₂ R ≠ 0) :
    logDer R u₁ u₁' - logDer R u₂ u₂' = 2 * (E₂ - E₁) * overlap R u₁ u₂ / (u₁ R * u₂ R) := by
  rw [← wronskian_identity hR h₁ h₂]
  exact div_sub_div _ _ n₁ n₂
```

For E₁ ≠ E₂ the prefactor is nonzero, so L₁ = L₂, a shared boundary condition at R, is equivalent to orthogonality on [0, R].

```lean
/-- Two regular solutions at different energies, not vanishing at `R`, have the same
logarithmic derivative at `R` exactly when they are orthogonal on `[0, R]`. -/
theorem logDer_eq_iff_orthogonal (hR : 0 < R) (h₁ : IsRegularSolution V E₁ R u₁ u₁')
    (h₂ : IsRegularSolution V E₂ R u₂ u₂') (n₁ : u₁ R ≠ 0) (n₂ : u₂ R ≠ 0) (hE : E₁ ≠ E₂) :
    logDer R u₁ u₁' = logDer R u₂ u₂' ↔ overlap R u₁ u₂ = 0 := by
  have hc : 2 * (E₂ - E₁) ≠ 0 := mul_ne_zero two_ne_zero (sub_ne_zero.2 hE.symm)
  rw [← sub_eq_zero, logDer_sub hR h₁ h₂ n₁ n₂, div_eq_zero_iff,
    or_iff_left (mul_ne_zero n₁ n₂), mul_eq_zero, or_iff_right hc]
```

## The limit of coinciding energies

Let S be a neighbourhood of an energy E₀ (`hS`). The limit is taken below using continuity of ∫₀ᴿ u_E u_{E₀} dr in E at E₀, which follows from joint continuity of the family. The proof chooses [a, b] ⊆ S with a < E₀ < b and clamps E to [a, b] and r to [0, R], which extends the integrand continuously to the plane (`hF`). Continuity of a parametric integral applies, and the clamped integral equals the true one for E in [a, b].

```lean
/-- For a family jointly continuous near the energy `E₀`, the overlap of `u E` with `u E₀`
is continuous in `E` at `E₀`. -/
theorem overlap_continuousAt (hR : 0 < R) (hS : S ∈ 𝓝 E₀)
    (hu : ContinuousOn (fun p : ℝ × ℝ => u p.1 p.2) (S ×ˢ Icc 0 R)) :
    ContinuousAt (fun E => overlap R (u E) (u E₀)) E₀ := by
  obtain ⟨ε, hε, hball⟩ := Metric.mem_nhds_iff.1 hS
  obtain ⟨a, b, ha, hb, hsub⟩ : ∃ a b : ℝ, a < E₀ ∧ E₀ < b ∧ Icc a b ⊆ S := by
    refine ⟨E₀ - ε / 2, E₀ + ε / 2, by linarith, by linarith, fun x hx => hball ?_⟩
    rw [Real.ball_eq_Ioo]
    constructor <;> linarith [hx.1, hx.2]
  have hc : ∀ a b x : ℝ, a ≤ b → max a (min x b) ∈ Icc a b := fun a b x h =>
    ⟨le_max_left _ _, max_le h (min_le_right _ _)⟩
  have hid : ∀ a b x : ℝ, x ∈ Icc a b → max a (min x b) = x := fun a b x hx => by
    rw [min_eq_left hx.2, max_eq_right hx.1]
  -- clamping both arguments extends the family continuously to the whole plane
  have hv : Continuous fun p : ℝ × ℝ => u (max a (min p.1 b)) (max 0 (min p.2 R)) :=
    hu.comp_continuous (f := fun p : ℝ × ℝ => (max a (min p.1 b), max 0 (min p.2 R)))
      (by fun_prop) (fun p => mk_mem_prod (hsub (hc _ _ _ (ha.trans hb).le)) (hc _ _ _ hR.le))
  have hv₀ : Continuous fun p : ℝ × ℝ => u (max a (min E₀ b)) (max 0 (min p.2 R)) :=
    hv.comp (f := fun p : ℝ × ℝ => (E₀, p.2)) (by fun_prop)
  have hF : Continuous (Function.uncurry fun E r : ℝ =>
      u (max a (min E b)) (max 0 (min r R)) * u (max a (min E₀ b)) (max 0 (min r R))) :=
    hv.mul hv₀
  have hI := intervalIntegral.continuous_parametric_intervalIntegral_of_continuous'
    (μ := MeasureTheory.volume) hF 0 R
  refine hI.continuousAt.congr ?_
  filter_upwards [Icc_mem_nhds ha hb] with E hE
  refine intervalIntegral.integral_congr fun r hr => ?_
  rw [uIcc_of_le hR.le] at hr
  simp only [hid _ _ _ hE, hid _ _ _ hr, hid a b E₀ ⟨ha.le, hb.le⟩]
```

Assume u_{E₀}(R) ≠ 0. By continuity u_E(R) ≠ 0 nearby (`hne`), so Lean's value 0 for `logDer` at a node plays no part. Setting E₁ = E, E₂ = E₀ (`key`),

(L(E) − L(E₀))/(E − E₀) = −2 ∫₀ᴿ u_E u_{E₀} dr / (u_E(R)u_{E₀}(R)),

and the two-sided limit E → E₀ of the right-hand side (`hlim`) shows that L is differentiable at E₀ with

L′(E₀) = −2 ∫₀ᴿ u_{E₀}² dr / u_{E₀}(R)².

For û = u_{E₀}/u_{E₀}(R), scaled to one at R, this reads L′(E₀) = −2 ∫₀ᴿ û² dr. No differentiability of u_E in E is assumed.

```lean
/-- For a regular family around `E₀` with `u_{E₀}(R) ≠ 0`, the logarithmic derivative at `R`
has energy derivative `-2 ∫ u_{E₀}² / u_{E₀}(R)²` at `E₀`. -/
theorem hasDerivAt_logDer (hR : 0 < R) (hS : S ∈ 𝓝 E₀) (h : IsRegularFamily V R S u u')
    (h0 : u E₀ R ≠ 0) :
    HasDerivAt (fun E => logDer R (u E) (u' E))
      (-2 * enclosedNorm R (u E₀) / u E₀ R ^ 2) E₀ := by
  have hcS : ContinuousOn (fun E => u E R) S :=
    h.cont.comp (f := fun E : ℝ => (E, R)) (by fun_prop)
      (fun E hE => mk_mem_prod hE (right_mem_Icc.2 hR.le))
  have hc : ContinuousAt (fun E => u E R) E₀ := hcS.continuousAt hS
  have hlim : Tendsto (fun E => -2 * overlap R (u E) (u E₀) / (u E R * u E₀ R)) (𝓝 E₀)
      (𝓝 (-2 * overlap R (u E₀) (u E₀) / (u E₀ R * u E₀ R))) :=
    (tendsto_const_nhds.mul (overlap_continuousAt hR hS h.cont).tendsto).div
      (hc.tendsto.mul tendsto_const_nhds) (mul_ne_zero h0 h0)
  have he : overlap R (u E₀) (u E₀) = enclosedNorm R (u E₀) := by
    simp only [overlap, enclosedNorm, sq]
  have hne : ∀ᶠ E in 𝓝[≠] E₀, u E R ≠ 0 :=
    (hc.eventually_ne h0).filter_mono nhdsWithin_le_nhds
  rw [hasDerivAt_iff_tendsto_slope, ← he, sq]
  refine (hlim.mono_left nhdsWithin_le_nhds).congr' ?_
  -- near `E₀` the difference quotient is given by the two-energy identity
  filter_upwards [self_mem_nhdsWithin, mem_nhdsWithin_of_mem_nhds hS, hne] with E hE hES hE0
  have hE' : E - E₀ ≠ 0 := sub_ne_zero.2 hE
  have key := logDer_sub hR (h.sol E hES) (h.sol E₀ (mem_of_mem_nhds hS)) hE0 h0
  rw [slope_def_field, eq_div_iff hE']
  linear_combination (-1) * key
```

## Norm, sign and norm conservation

Solving for the integral,

∫₀ᴿ u_{E₀}² dr = −u_{E₀}(R)² L′(E₀)/2.

```lean
/-- The enclosed norm is `-u_{E₀}(R)² / 2` times the energy slope of the logarithmic
derivative at `E₀`. -/
theorem enclosedNorm_eq_slope (hR : 0 < R) (hS : S ∈ 𝓝 E₀) (h : IsRegularFamily V R S u u')
    (h0 : u E₀ R ≠ 0) :
    enclosedNorm R (u E₀) = -(u E₀ R ^ 2 / 2) * deriv (fun E => logDer R (u E) (u' E)) E₀ := by
  rw [(hasDerivAt_logDer hR hS h h0).deriv]
  field_simp
```

The integrand is continuous, nonnegative and positive at R, so the integral is positive (`hpos`) and L′(E₀) < 0.

Without u(0) = 0 the sign can reverse. For V = 0, E < 0 and κ = √(−2E), the function e^(−κr) meets every other hypothesis, yet L = −κ and dL/dE = +1/κ; the Wronskian of two such functions, with decay constants κ₁ and κ₂, is κ₂ − κ₁ at the origin.

```lean
/-- The energy slope of the logarithmic derivative at `E₀` is strictly negative. -/
theorem slope_neg (hR : 0 < R) (hS : S ∈ 𝓝 E₀) (h : IsRegularFamily V R S u u')
    (h0 : u E₀ R ≠ 0) : deriv (fun E => logDer R (u E) (u' E)) E₀ < 0 := by
  have hsq : 0 < u E₀ R ^ 2 := by positivity
  have hpos : 0 < enclosedNorm R (u E₀) := by
    have := intervalIntegral.integral_lt_integral_of_continuousOn_of_le_of_exists_lt
      (f := fun _ => (0 : ℝ)) (g := fun r => u E₀ r ^ 2) hR continuousOn_const
      ((h.sol E₀ (mem_of_mem_nhds hS)).cont.pow 2) (fun r _ => sq_nonneg _)
      ⟨R, right_mem_Icc.2 hR.le, hsq⟩
    simpa [enclosedNorm] using this
  rw [(hasDerivAt_logDer hR hS h h0).deriv]
  exact div_neg_of_neg_of_pos (by linarith) hsq
```

Let w_E be a regular family in a second potential W on a window T around E₀, with u_{E₀}(R) = w_{E₀}(R) ≠ 0. Condition `hm` stands for a pseudo-orbital matched in amplitude to the reference orbital at the core radius. Both slopes have the same denominator, so they agree exactly when

∫₀ᴿ u_{E₀}² dr = ∫₀ᴿ w_{E₀}² dr.

Equality of the two logarithmic derivatives at E₀ is a separate condition; with both, the curves L(E) agree to first order.

```lean
/-- For regular families in two potentials `V` and `W` with the same nonzero value at `R` and
energy `E₀`, the energy slopes of the logarithmic derivatives agree exactly when the enclosed
norms agree. -/
theorem slope_eq_iff_norm_conserving (hR : 0 < R) (hS : S ∈ 𝓝 E₀) (hT : T ∈ 𝓝 E₀)
    (hu : IsRegularFamily V R S u u') (hw : IsRegularFamily W R T w w')
    (h0 : u E₀ R ≠ 0) (hm : u E₀ R = w E₀ R) :
    deriv (fun E => logDer R (u E) (u' E)) E₀ = deriv (fun E => logDer R (w E) (w' E)) E₀ ↔
      enclosedNorm R (u E₀) = enclosedNorm R (w E₀) := by
  have h2 : (-2 : ℝ) ≠ 0 := by norm_num
  have h0' : w E₀ R ≠ 0 := by rwa [← hm]
  rw [(hasDerivAt_logDer hR hS hu h0).deriv, (hasDerivAt_logDer hR hT hw h0').deriv,
    ← hm, div_left_inj' (pow_ne_zero 2 h0), mul_right_inj' h2]
```

For one angular-momentum channel of a non-relativistic one-electron model with local radial potentials, this is the norm-conservation criterion for core potentials; non-local exchange is excluded.

In a radial code one integrates outward from the origin at each energy of a mesh, records L(E) at R and compares the curves of the two potentials. Away from nodes at R, where L diverges, a finite-difference slope can be compared with −2 ∫₀ᴿ û² dr from a single integration. The explicit cotangent slope, the exponential example and these remarks on practice accompany the theorems without being among them.

## The free wave as a regular family

The opening waves satisfy the family hypotheses for V = 0 and S = (0, ∞), using k² = 2E (`hk`). At E₀ = 1/2 the wave is sin r, nonzero at R for 0 < R < π.

```lean
/-- The free waves `sin (√(2E) r)` form a regular family for `V = 0` on positive energies,
which surround `E = 1/2`, and the wave at `E = 1/2` is nonzero at `R` when `0 < R < π`. -/
theorem freeWave_witness (hR : 0 < R) (hπ : R < Real.pi) :
    IsRegularFamily (fun _ => 0) R (Ioi 0) (fun E r => Real.sin (√(2 * E) * r))
        (fun E r => √(2 * E) * Real.cos (√(2 * E) * r)) ∧
      Ioi (0 : ℝ) ∈ 𝓝 (1 / 2 : ℝ) ∧ Real.sin (√(2 * (1 / 2)) * R) ≠ 0 := by
  refine ⟨⟨fun E hE => ?_, by fun_prop⟩, Ioi_mem_nhds (by norm_num), ?_⟩
  · have hk : √(2 * E) * √(2 * E) = 2 * E :=
      Real.mul_self_sqrt (by linarith [mem_Ioi.1 hE])
    refine ⟨by fun_prop, by fun_prop, fun r _ => ?_, fun r _ => ?_, by simp⟩
    · exact ((hasDerivAt_id' r).const_mul (√(2 * E))).sin.congr_deriv (by ring)
    · exact (((hasDerivAt_id' r).const_mul (√(2 * E))).cos.const_mul (√(2 * E))).congr_deriv
        (by linear_combination (-Real.sin (√(2 * E) * r)) * hk)
  · have h1 : (2 * (1 / 2) : ℝ) = 1 := by norm_num
    rw [h1, Real.sqrt_one, one_mul]
    exact (Real.sin_pos_of_pos_of_lt_pi hR hπ).ne'

end

end LogDerivativeSlope
```

```lean
#print axioms LogDerivativeSlope.logDer_eq_iff_orthogonal
#print axioms LogDerivativeSlope.enclosedNorm_eq_slope
#print axioms LogDerivativeSlope.slope_neg
#print axioms LogDerivativeSlope.slope_eq_iff_norm_conserving
```

```
'LogDerivativeSlope.logDer_eq_iff_orthogonal' depends on axioms: [propext, Classical.choice, Quot.sound]
'LogDerivativeSlope.enclosedNorm_eq_slope' depends on axioms: [propext, Classical.choice, Quot.sound]
'LogDerivativeSlope.slope_neg' depends on axioms: [propext, Classical.choice, Quot.sound]
'LogDerivativeSlope.slope_eq_iff_norm_conserving' depends on axioms: [propext, Classical.choice, Quot.sound]
```
